# One McWeeny purification step takes the Fermi occupation at reduced energy t to that at 2t + ln[(eᵗ + 3)/(1 + 3eᵗ)]

The theorem `mcweeny_fermi` concerns the occupation of a single level, given by the Fermi function 1/(1 + eᵗ) of non-interacting fermions, where t = (ε − μ)/kT is any real number. It states that one McWeeny step, x ↦ 3x² − 2x³, turns this occupation into the Fermi function evaluated at 2t + ln[(eᵗ + 3)/(1 + 3eᵗ)]. The attempt first proves, as `key`, the corresponding identity between rational functions of a positive number u. It then unfolds the definitions, rewrites the exponential of the new reduced energy as eᵗ · eᵗ · (eᵗ + 3)/(1 + 3eᵗ), and applies `key` with u = eᵗ.

The first attempt, which Lean rejects:

```lean
import Mathlib

open Real

namespace McWeenyCooling

noncomputable section

/-- The Fermi occupation of a level at reduced energy `t = (ε - μ) / kT`. -/
def fermi (t : ℝ) : ℝ := 1 / (1 + exp t)

/-- One McWeeny purification step acting on an occupation number. -/
def mcweeny (x : ℝ) : ℝ := 3 * x ^ 2 - 2 * x ^ 3

/-- The reduced energy assigned to a level of reduced energy `t` after one purification step. -/
def cooled (t : ℝ) : ℝ := 2 * t + log ((exp t + 3) / (1 + 3 * exp t))

/-- A McWeeny step turns the Fermi occupation at reduced energy `t` into the Fermi occupation
at reduced energy `cooled t`. -/
theorem mcweeny_fermi (t : ℝ) : mcweeny (fermi t) = fermi (cooled t) := by
  have key : ∀ u : ℝ, 0 < u → 3 * (1 / (1 + u)) ^ 2 - 2 * (1 / (1 + u)) ^ 3
      = 1 / (1 + u * u * ((u + 3) / (1 + 3 * u))) := by
    intro u hu
    have h1 : 1 + u ≠ 0 := by positivity
    have h2 : 1 + 3 * u ≠ 0 := by positivity
    -- the new Boltzmann factor completes a perfect cube
    have h : 1 + u * u * ((u + 3) / (1 + 3 * u)) = (1 + u) ^ 3 / (1 + 3 * u) := by
      field_simp <;> ring
    rw [h, one_div_div]
    field_simp <;> ring
  have hu := exp_pos t
  have hq : 0 < (exp t + 3) / (1 + 3 * exp t) := by positivity
  unfold mcweeny fermi cooled
  rw [Real.exp_add, Real.exp_log hq, two_mul, Real.exp_add]
  exact key _ hu

end

end McWeenyCooling
```

Lean reports:

```
Main.lean:34:46: error: Tactic `rewrite` failed: Did not find an occurrence of the pattern
  rexp (?x + ?y)
in the target expression
  3 * (1 / (1 + rexp t)) ^ 2 - ((1 / (1 + rexp t)) ^ 3 + (1 / (1 + rexp t)) ^ 3) =
    1 / (1 + rexp (2 * t) * ((rexp t + 3) / (1 + 3 * rexp t)))

t : ℝ
key : ∀ (u : ℝ), 0 < u → 3 * (1 / (1 + u)) ^ 2 - 2 * (1 / (1 + u)) ^ 3 = 1 / (1 + u * u * ((u + 3) / (1 + 3 * u)))
hu : 0 < rexp t
hq : 0 < (rexp t + 3) / (1 + 3 * rexp t)
⊢ 3 * (1 / (1 + rexp t)) ^ 2 - ((1 / (1 + rexp t)) ^ 3 + (1 / (1 + rexp t)) ^ 3) =
    1 / (1 + rexp (2 * t) * ((rexp t + 3) / (1 + 3 * rexp t)))
```

The repair, with which the file compiles:

```diff
@@ -24,13 +24,15 @@
     have h1 : 1 + u ≠ 0 := by positivity
     have h2 : 1 + 3 * u ≠ 0 := by positivity
-    -- the new Boltzmann factor completes a perfect cube
+    -- the left-hand side is a perfect cube divided by `1 + 3 * u`
     have h : 1 + u * u * ((u + 3) / (1 + 3 * u)) = (1 + u) ^ 3 / (1 + 3 * u) := by
-      field_simp <;> ring
+      field_simp
+      ring
     rw [h, one_div_div]
-    field_simp <;> ring
+    field_simp
+    ring
   have hu := exp_pos t
   have hq : 0 < (exp t + 3) / (1 + 3 * exp t) := by positivity
   unfold mcweeny fermi cooled
-  rw [Real.exp_add, Real.exp_log hq, two_mul, Real.exp_add]
+  rw [Real.exp_add, Real.exp_log hq, two_mul t, Real.exp_add]
   exact key _ hu
 
```

Cause. The error says that the second `Real.exp_add` in the final `rw` found no exponential of a sum to rewrite. The preceding `two_mul` was meant to turn `2 * t` into `t + t` inside the exponential. Given no argument, it can match any product of the form `2 * ?a`, and `rw` fixes `?a` at the first match it finds. Here that was the term `2 * (1 / (1 + rexp t)) ^ 3` from the McWeeny polynomial, which the message shows written out as a sum of two cubes, while `rexp (2 * t)` is left untouched.

Writing `two_mul t` fixes the argument, so only `2 * t` is rewritten. `Real.exp_add` can then split `rexp (t + t)` into `rexp t * rexp t`, and the polynomial keeps the form that `key` expects.

The other changes are mere tidying: a reworded comment, and `field_simp <;> ring` split into two successive steps in two places. Lean reported no error at either.
